# An exponential decaying in the sum of the absolute components has a convergent sum over the integer lattice in any finite dimension

The theorem `summable_exp_lattice` says that for every real c > 0 and every natural number d, the terms exp(−c(|R₁| + … + |R_d|)) are summable as R runs over all of ℤᵈ. In physical terms, a lattice sum whose terms fall off in this way converges, however small the positive decay rate; the statement gives no value or bound for the sum. The attempt first treats one dimension, where the sum over ℤ splits into two geometric series with ratio exp(−c). It then proceeds by induction on d, splitting off the first component so that the exponential factorises into a product of two summable, non-negative families.

An attempt in Lean 4 with a fault in it:

```lean
import Mathlib

open Finset

namespace KKRStructureConstants

noncomputable section

/-- An exponential decaying in the sum of the absolute components is summable over the
integer lattice in every dimension. -/
theorem summable_exp_lattice {c : ℝ} (hc : 0 < c) (d : ℕ) :
    Summable (fun R : Fin d → ℤ => Real.exp (-(c * ∑ i, |(R i : ℝ)|))) := by
  -- one dimension: two geometric series
  have hg : Summable (fun n : ℕ => Real.exp (-(c * (n : ℝ)))) := by
    have h := summable_geometric_of_lt_one (Real.exp_pos (-c)).le
      (Real.exp_lt_one (by linarith))
    have e : (fun n : ℕ => Real.exp (-(c * (n : ℝ)))) = fun n : ℕ => Real.exp (-c) ^ n := by
      funext n
      rw [← Real.exp_nat_mul]
      congr 1
      ring
    rw [e]
    exact h
  have h1 : Summable (fun n : ℤ => Real.exp (-(c * |(n : ℝ)|))) :=
    Summable.of_nat_of_neg (by simpa using hg) (by simpa using hg)
  induction d with
  | zero =>
    haveI : Fintype (Fin 0 → ℤ) := Fintype.ofFinite _
    exact (hasSum_fintype _).summable
  | succ d ih =>
    -- split off the first component; the exponential factorises
    have h := h1.mul_of_nonneg ih (fun _ => (Real.exp_pos _).le) (fun _ => (Real.exp_pos _).le)
    have key : (fun x : ℤ × (Fin d → ℤ) =>
        Real.exp (-(c * |(x.1 : ℝ)|)) * Real.exp (-(c * ∑ i, |(x.2 i : ℝ)|))) =
        (fun R : Fin (d + 1) → ℤ => Real.exp (-(c * ∑ i, |(R i : ℝ)|))) ∘
          (Fin.consEquiv (fun _ : Fin (d + 1) => ℤ)) := by
      funext x
      show _ = Real.exp (-(c * ∑ i, |(((Fin.cons x.1 x.2 : Fin (d + 1) → ℤ) i : ℤ) : ℝ)|))
      rw [Fin.sum_univ_succ, ← Real.exp_add]
      simp only [Fin.cons_zero, Fin.cons_succ]
      congr 1
      ring
    rw [key] at h
    exact (Fin.consEquiv (fun _ : Fin (d + 1) => ℤ)).summable_iff.mp h

end

end KKRStructureConstants
```

The error:

```
Main.lean:16:7: error(lean.unknownIdentifier): Unknown constant `Real.exp_lt_one`
Main.lean:28:4: warning: Try this: 
  haveI̵

The goal is a proposition, so `have` is preferred over `haveI`.
The difference between `have` and `haveI` is that `haveI` inlines the value.
But this is not relevant for proofs because of proof irrelevance.

Note: This linter can be disabled with `set_option linter.style.haveILetI false`
```

The error is a missing name. To sum the geometric series, `summable_geometric_of_lt_one` needs a proof that the ratio exp(−c) is below 1, and the attempt supplies it with `Real.exp_lt_one`. Lean reports this as an unknown constant: no declaration of that name is available in the Mathlib being used.

The repair uses `Real.exp_lt_one_iff` instead, an equivalence between exp x < 1 and x < 0. Its `.mpr` direction turns a proof of −c < 0 into the required bound, and `linarith` gets −c < 0 from the hypothesis `hc : 0 < c`. The mathematical argument is unchanged.

The other message is a style warning, not a cause of the failure. It prefers `have` to `haveI` when the goal is a proposition, since the difference between them, whether the value is inlined, doesn't matter in a proof. Changing `haveI` to `have` in the zero-dimensional case is mere tidying.

Lean accepts the file once it reads:

```diff
@@ -14,5 +14,5 @@
   have hg : Summable (fun n : ℕ => Real.exp (-(c * (n : ℝ)))) := by
     have h := summable_geometric_of_lt_one (Real.exp_pos (-c)).le
-      (Real.exp_lt_one (by linarith))
+      (Real.exp_lt_one_iff.mpr (by linarith))
     have e : (fun n : ℕ => Real.exp (-(c * (n : ℝ)))) = fun n : ℕ => Real.exp (-c) ^ n := by
       funext n
@@ -26,5 +26,5 @@
   induction d with
   | zero =>
-    haveI : Fintype (Fin 0 → ℤ) := Fintype.ofFinite _
+    have : Fintype (Fin 0 → ℤ) := Fintype.ofFinite _
     exact (hasSum_fintype _).summable
   | succ d ih =>
```
